# In the high-temperature Curie model, reversible transfer polarises rare spins more than sudden contact

Without a bound on the transferred polarisation, one might keep strengthening the rare-spin field and expect ever more signal. After sudden contact that fails: there is a best field ratio, and overshooting it leaves less polarisation than stopping there. Reversible transfer has no such optimum: the polarisation keeps rising with the rare-spin field, towards a finite limit, and at the same fields it is larger than after sudden contact.

## Two spin reservoirs

Abundant spins I and rare spins S have Curie constants C_I, C_S and sit in fields B_I, B_S. At high temperature, with k_B = 1, a reservoir at inverse temperature β has

E = −βCB²,  entropy = −β²CB²/2,

the entropy being measured from infinite temperature. Fields are in frequency units, so for spin-1/2 nuclei βB is proportional to the polarisation and C to the number of spins. Define

e = C_S/C_I,  x = B_S/B_I,  D = 1 + ex².

Thus e is the heat-capacity ratio at equal field. The abundant spins start at β₀, the rare spins at zero inverse temperature.

Sudden contact conserves total energy. Reversible transfer conserves total entropy, as when B_S is raised slowly from zero with the spins in contact and B_I fixed; the total energy then changes, because the spins do work on the source of the field. Either way, both species end at a common inverse temperature, β_s or β_r.

## Final polarisations

Energy conservation reads

β₀C_I B_I² = β_s(C_I B_I² + C_S B_S²).

Dividing by C_I B_I² gives β_s = β₀/D. Since B_S = xB_I,

β_s B_S = (x/D) β₀B_I.

Entropy conservation gives β₀² = β_r²D in the same way. Taking the nonnegative root,

β_r B_S = (x/√D) β₀B_I.

## Bounds and growth

For e > 0, the sudden-contact shortfall is a perfect square over a positive denominator:

1/(2√e) − x/D = (D − 2√e x)/(2√e D) = (1 − √e x)²/(2√e D).

So x/D ≤ 1/(2√e), with equality exactly at x = 1/√e.

For x > 0 we have D > 1, hence √D < D and x/D < x/√D. Also ex² < D, so √e x < √D and x/√D < 1/√e.

For 0 ≤ x < y, the inequality x/√(1+ex²) < y/√(1+ey²) follows by cross-multiplying and squaring:

x² + ex²y² < y² + ex²y².

Finally, for x > 0,

x/√D = 1/√(x⁻² + e) → 1/√e as x → ∞.

In the limiting case C_S = 0, both transfers leave β = β₀ and give the factor x: the rare spins act as a thermometer that draws no heat.

## A contact with one rare spin per hundred

In cross-polarisation the fields are the resonant radio-frequency fields that lock the spins, seen in the rotating frame. Take e = 0.01 from the spin counts and x from the two nutation frequencies. At matched frequencies, x = 1, the factors are 1/1.01 ≈ 0.990 and 1/√1.01 ≈ 0.995. At x = 10 they are 5 and about 7.07, and the reversible limit is 10. In a simulation of cross-polarisation, such numbers estimate the end point of the transfer, provided that relaxation and dipolar energy are negligible and the two species reach a single spin temperature; the reversible factors require them to share it throughout the change of field. Far from matched frequencies, as at x = 10 or while B_S is still small, exchange between the species is usually too slow for this, so the best sudden-contact ratio found here, x = 10, is not a recommended experimental setting.

## What the Lean statement assumes

`cross_polarisation` takes positive Curie constants, fields and `β₀`. Its hypotheses `hE` and `hS` are the two conservation laws, with `βs` and `βr` as final inverse temperatures. Using the same final value for both species assumes equilibration; no rate or mechanism is derived. The condition `0 ≤ βr` selects the root, because entropy fixes only its square.

The conclusion contains the sudden-contact bound, its equality case, the comparison at equal x and the reversible upper bound. Monotonicity and the limit are stated separately in `reversible_growth`.

```lean
import Mathlib

open Filter Topology

namespace CrossPolarisation

noncomputable section

/-- High-temperature Zeeman energy of a spin reservoir with Curie constant `C` in the field `B`
at inverse temperature `β`. -/
def zeemanEnergy (C B β : ℝ) : ℝ := -(β * C * B ^ 2)

/-- High-temperature entropy of a spin reservoir, measured from its value at infinite
temperature. -/
def spinEntropy (C B β : ℝ) : ℝ := -(β ^ 2 * C * B ^ 2) / 2

/-- Rare-spin polarisation after sudden contact, in units of the initial abundant-spin
polarisation, for heat-capacity ratio `e ≥ 0` (at equal field) and field ratio `x`. -/
def suddenPol (e x : ℝ) : ℝ := x / (1 + e * x ^ 2)

/-- Rare-spin polarisation after reversible transfer, in units of the initial abundant-spin
polarisation, for heat-capacity ratio `e ≥ 0` (at equal field) and field ratio `x`. -/
def reversiblePol (e x : ℝ) : ℝ := x / √(1 + e * x ^ 2)

/-- For nonzero abundant-spin Curie constant and field, the factor `1 + e x²` is the total heat
capacity divided by that of the abundant spins. -/
theorem capacity_ratio {CI CS BI BS : ℝ} (hCI : CI ≠ 0) (hBI : BI ≠ 0) :
    1 + CS / CI * (BS / BI) ^ 2 = (CI * BI ^ 2 + CS * BS ^ 2) / (CI * BI ^ 2) := by
  field_simp

/-- If unpolarised rare spins and abundant spins in a nonzero field reach a common temperature at
fixed total energy, with Curie constants `CI > 0` and `CS ≥ 0`, then the inverse temperature is
divided by `1 + e x²`, and the rare-spin polarisation is `suddenPol e x` times the initial
abundant-spin one, where `e = CS / CI` and `x = BS / BI`. -/
theorem sudden_contact {CI CS BI BS β₀ β : ℝ} (hCI : 0 < CI) (hCS : 0 ≤ CS) (hBI : BI ≠ 0)
    (hE : zeemanEnergy CI BI β₀ + zeemanEnergy CS BS 0
      = zeemanEnergy CI BI β + zeemanEnergy CS BS β) :
    β = β₀ / (1 + CS / CI * (BS / BI) ^ 2) ∧
      β * BS = suddenPol (CS / CI) (BS / BI) * (β₀ * BI) := by
  have hT : 0 < CI * BI ^ 2 + CS * BS ^ 2 := by positivity
  have hβ : β = β₀ / (1 + CS / CI * (BS / BI) ^ 2) := by
    rw [capacity_ratio hCI.ne' hBI, div_div_eq_mul_div, eq_div_iff hT.ne']
    unfold zeemanEnergy at hE
    linear_combination hE
  refine ⟨hβ, ?_⟩
  have hx : BS / BI * BI = BS := div_mul_cancel₀ _ hBI
  rw [hβ]
  unfold suddenPol
  generalize 1 + CS / CI * (BS / BI) ^ 2 = D
  linear_combination (-(β₀ / D)) * hx

/-- If unpolarised rare spins and abundant spins in a nonzero field reach a common temperature at
fixed total entropy, with `CI > 0`, `CS ≥ 0` and nonnegative initial and final inverse temperatures
`β₀` and `β`, then the inverse temperature is divided by `√(1 + e x²)`, and the rare-spin
polarisation is `reversiblePol e x` times the initial abundant-spin one, where `e = CS / CI` and
`x = BS / BI`. -/
theorem reversible_transfer {CI CS BI BS β₀ β : ℝ} (hCI : 0 < CI) (hCS : 0 ≤ CS)
    (hBI : BI ≠ 0) (hβ₀ : 0 ≤ β₀) (hβ : 0 ≤ β)
    (hS : spinEntropy CI BI β₀ + spinEntropy CS BS 0
      = spinEntropy CI BI β + spinEntropy CS BS β) :
    β = β₀ / √(1 + CS / CI * (BS / BI) ^ 2) ∧
      β * BS = reversiblePol (CS / CI) (BS / BI) * (β₀ * BI) := by
  have hD : 0 < 1 + CS / CI * (BS / BI) ^ 2 := by positivity
  have hA : CI * BI ^ 2 ≠ 0 := by positivity
  -- entropy conservation fixes the square of the inverse temperature
  have hsq : β ^ 2 * (1 + CS / CI * (BS / BI) ^ 2) = β₀ ^ 2 := by
    rw [capacity_ratio hCI.ne' hBI, ← mul_div_assoc, div_eq_iff hA]
    unfold spinEntropy at hS
    linear_combination 2 * hS
  have hroot : β * √(1 + CS / CI * (BS / BI) ^ 2) = β₀ := by
    refine (sq_eq_sq₀ (mul_nonneg hβ (Real.sqrt_nonneg _)) hβ₀).mp ?_
    rw [mul_pow, Real.sq_sqrt hD.le, hsq]
  have hfin := eq_div_of_mul_eq (Real.sqrt_pos.mpr hD).ne' hroot
  refine ⟨hfin, ?_⟩
  have hx : BS / BI * BI = BS := div_mul_cancel₀ _ hBI
  rw [hfin]
  unfold reversiblePol
  generalize √(1 + CS / CI * (BS / BI) ^ 2) = D
  linear_combination (-(β₀ / D)) * hx

/-- For `e > 0`, the shortfall of the sudden-contact polarisation from `1 / (2 √e)` is a perfect
square over a positive denominator. -/
theorem sudden_deficit {e : ℝ} (he : 0 < e) (x : ℝ) :
    1 / (2 * √e) - suddenPol e x = (1 - √e * x) ^ 2 / (2 * √e * (1 + e * x ^ 2)) := by
  have hse : √e ^ 2 = e := Real.sq_sqrt he.le
  have h1 : 2 * √e ≠ 0 := by positivity
  have h2 : 1 + e * x ^ 2 ≠ 0 := by positivity
  unfold suddenPol
  rw [div_sub_div _ _ h1 h2, div_left_inj' (mul_ne_zero h1 h2)]
  linear_combination (-(x ^ 2)) * hse

/-- For `e > 0`, sudden contact gives at most `1 / (2 √e)`, and gives exactly this only at the
field ratio `x = 1 / √e`. -/
theorem sudden_optimum {e : ℝ} (he : 0 < e) (x : ℝ) :
    suddenPol e x ≤ 1 / (2 * √e) ∧ (suddenPol e x = 1 / (2 * √e) ↔ x = 1 / √e) := by
  have hs : 0 < √e := Real.sqrt_pos.mpr he
  have hden : 0 < 2 * √e * (1 + e * x ^ 2) := by positivity
  have d := sudden_deficit he x
  refine ⟨?_, fun h => ?_, fun h => ?_⟩
  · have := div_nonneg (sq_nonneg (1 - √e * x)) hden.le
    linarith
  · rw [h, sub_self] at d
    have hz : (1 - √e * x) ^ 2 = 0 :=
      (div_eq_zero_iff.mp d.symm).resolve_right hden.ne'
    have hz' : 1 - √e * x = 0 := pow_eq_zero_iff two_ne_zero |>.mp hz
    rw [eq_div_iff hs.ne']
    linear_combination -hz'
  · have h1 : √e * x = 1 := by rw [h, mul_one_div_cancel hs.ne']
    have hz : (1 - √e * x) ^ 2 = 0 := by rw [h1]; norm_num
    rw [hz, zero_div] at d
    linarith

/-- For `e > 0` and `x > 0`, reversible transfer gives more polarisation than sudden contact,
but less than `1 / √e`. -/
theorem reversible_between {e x : ℝ} (he : 0 < e) (hx : 0 < x) :
    suddenPol e x < reversiblePol e x ∧ reversiblePol e x < 1 / √e := by
  have ht : 0 < e * x ^ 2 := by positivity
  have hD : 0 < 1 + e * x ^ 2 := by positivity
  have hr : 0 < √(1 + e * x ^ 2) := Real.sqrt_pos.mpr hD
  unfold suddenPol reversiblePol
  constructor
  · -- a number above one exceeds its square root
    refine div_lt_div_of_pos_left hx hr ((Real.sqrt_lt' hD).mpr ?_)
    nlinarith [sq_nonneg (e * x ^ 2)]
  · rw [div_lt_div_iff₀ hr (Real.sqrt_pos.mpr he), one_mul]
    refine lt_of_pow_lt_pow_left₀ 2 hr.le ?_
    rw [mul_pow, Real.sq_sqrt he.le, Real.sq_sqrt hD.le]
    linarith

/-- For `e > 0`, the reversible polarisation increases strictly with the field ratio `x ≥ 0` and
tends to `1 / √e` as `x` grows without bound. -/
theorem reversible_growth {e : ℝ} (he : 0 < e) :
    StrictMonoOn (reversiblePol e) (Set.Ici 0) ∧
      Tendsto (reversiblePol e) atTop (𝓝 (1 / √e)) := by
  constructor
  · intro x hx y hy hxy
    have hx0 : 0 ≤ x := hx
    have hy0 : 0 ≤ y := hy
    have hDx : 0 < 1 + e * x ^ 2 := by positivity
    have hDy : 0 < 1 + e * y ^ 2 := by positivity
    have hsq : x ^ 2 < y ^ 2 := pow_lt_pow_left₀ hxy hx0 two_ne_zero
    unfold reversiblePol
    rw [div_lt_div_iff₀ (Real.sqrt_pos.mpr hDx) (Real.sqrt_pos.mpr hDy)]
    refine lt_of_pow_lt_pow_left₀ 2 (mul_nonneg hy0 (Real.sqrt_nonneg _)) ?_
    rw [mul_pow, mul_pow, Real.sq_sqrt hDx.le, Real.sq_sqrt hDy.le]
    nlinarith [hsq]
  · have h0 : Tendsto (fun x : ℝ => (x ^ 2)⁻¹ + e) atTop (𝓝 (0 + e)) :=
      (tendsto_inv_atTop_zero.comp (tendsto_pow_atTop two_ne_zero)).add_const e
    rw [zero_add] at h0
    have h1 : Tendsto (fun x : ℝ => 1 / √((x ^ 2)⁻¹ + e)) atTop (𝓝 (1 / √e)) :=
      tendsto_const_nhds.div ((Real.continuous_sqrt.tendsto e).comp h0)
        (Real.sqrt_pos.mpr he).ne'
    refine h1.congr' ?_
    filter_upwards [eventually_gt_atTop (0 : ℝ)] with x hx
    -- take the factor x out of the square root
    have hf : 1 + e * x ^ 2 = x ^ 2 * ((x ^ 2)⁻¹ + e) := by
      rw [mul_add, mul_inv_cancel₀ (pow_ne_zero 2 hx.ne')]
      ring
    unfold reversiblePol
    rw [hf, Real.sqrt_mul (sq_nonneg x), Real.sqrt_sq hx.le, ← div_div, div_self hx.ne']

/-- Abundant spins polarise initially unpolarised rare spins, all Curie constants, fields and the
initial inverse temperature being positive, and in each transfer both species end at a common
temperature. Write `e = CS / CI`. At fixed energy the rare-spin polarisation is at most `1 / (2 √e)`
of the initial abundant one, with equality only at field ratio `1 / √e`; at fixed entropy and
nonnegative final inverse temperature it is larger, but below `1 / √e`. -/
theorem cross_polarisation {CI CS BI BS β₀ βs βr : ℝ} (hCI : 0 < CI) (hCS : 0 < CS)
    (hBI : 0 < BI) (hBS : 0 < BS) (hβ₀ : 0 < β₀) (hβr : 0 ≤ βr)
    (hE : zeemanEnergy CI BI β₀ + zeemanEnergy CS BS 0
      = zeemanEnergy CI BI βs + zeemanEnergy CS BS βs)
    (hS : spinEntropy CI BI β₀ + spinEntropy CS BS 0
      = spinEntropy CI BI βr + spinEntropy CS BS βr) :
    βs * BS ≤ 1 / (2 * √(CS / CI)) * (β₀ * BI) ∧
      (βs * BS = 1 / (2 * √(CS / CI)) * (β₀ * BI) ↔ BS / BI = 1 / √(CS / CI)) ∧
      βs * BS < βr * BS ∧ βr * BS < 1 / √(CS / CI) * (β₀ * BI) := by
  have hP : 0 < β₀ * BI := mul_pos hβ₀ hBI
  have he : 0 < CS / CI := div_pos hCS hCI
  have hopt := sudden_optimum he (BS / BI)
  have hbet := reversible_between he (div_pos hBS hBI)
  rw [(sudden_contact hCI hCS.le hBI.ne' hE).2,
    (reversible_transfer hCI hCS.le hBI.ne' hβ₀.le hβr hS).2]
  refine ⟨mul_le_mul_of_nonneg_right hopt.1 hP.le, ?_,
    mul_lt_mul_of_pos_right hbet.1 hP, mul_lt_mul_of_pos_right hbet.2 hP⟩
  rw [mul_left_inj' hP.ne']
  exact hopt.2

end

end CrossPolarisation
```

```lean
#print axioms CrossPolarisation.sudden_contact
#print axioms CrossPolarisation.reversible_growth
#print axioms CrossPolarisation.cross_polarisation
```

```
'CrossPolarisation.sudden_contact' depends on axioms: [propext, Classical.choice, Quot.sound]
'CrossPolarisation.reversible_growth' depends on axioms: [propext, Classical.choice, Quot.sound]
'CrossPolarisation.cross_polarisation' depends on axioms: [propext, Classical.choice, Quot.sound]
```

## From conservation laws to inequalities

`capacity_ratio` identifies D with total over abundant heat capacity. `sudden_contact` uses it to clear the denominator, after which `linear_combination hE` is the energy balance. `reversible_transfer` first obtains β²D = β₀², then takes the root with `sq_eq_sq₀`, which needs both sides nonnegative.

`sudden_deficit` puts the difference over a common denominator and uses (√e)² = e. `sudden_optimum` reads off the bound from the square's sign and the equality case from its zero.

`reversible_between` compares the denominators, then squares for the upper bound. `reversible_growth` squares the cross-multiplied inequality; for the limit, `congr'` replaces the function by 1/√(x⁻² + e), which agrees with it for x > 0.

The main theorem substitutes the two polarisation formulas and multiplies the dimensionless inequalities by the positive initial polarisation `β₀ * BI`.
